# A bound state at positive energy: the von Neumann–Wigner potential

The free wave \(\sin r\) solves \(-u'' = u\) at energy 1 and is not square integrable; dividing it by \(1+g(r)^2\) with \(g(r) = 2r - \sin 2r\) gives a function \(u\) that falls off like \(1/r^2\). Because \(g' = 4\sin^2 r\) vanishes wherever \(\sin r\) does, the quotient \(u''/u\) stays finite at the nodes, and \(V = 1 + u''/u\) extends to a continuous potential that tends to zero and has \(u\) as a normalisable solution at energy 1.

```lean
import Mathlib

open Real Filter Topology MeasureTheory Set

namespace EmbeddedEigenvalue

noncomputable section

/-- `u` is a bound state of `-d²/dr² + V` on the half line at energy `E`: a twice differentiable
solution for `r ≥ 0`, vanishing at the origin, square integrable and not identically zero. -/
structure IsBoundState (V : ℝ → ℝ) (E : ℝ) (u : ℝ → ℝ) : Prop where
  ode : ∃ u' u'' : ℝ → ℝ, ∀ r, 0 ≤ r →
    HasDerivAt u (u' r) r ∧ HasDerivAt u' (u'' r) r ∧ -u'' r + V r * u r = E * u r
  origin : u 0 = 0
  sq_integrable : IntegrableOn (fun r => u r ^ 2) (Ioi 0)
  nonzero : ∃ r, 0 < r ∧ u r ≠ 0

/-- The auxiliary function `g(r) = 2r - sin 2r`. -/
def g (r : ℝ) : ℝ := 2 * r - sin (2 * r)

/-- The damped wave `u(r) = sin r / (A + g²)`. -/
def u (A r : ℝ) : ℝ := sin r / (A + g r ^ 2)

/-- The slope `(cos r (A + g²) - 8 g sin³ r) / (A + g²)²` of the damped wave. -/
def slope (A r : ℝ) : ℝ :=
  (cos r * (A + g r ^ 2) - 8 * g r * sin r ^ 3) / (A + g r ^ 2) ^ 2

/-- The von Neumann-Wigner potential with parameter `A`; the usual choice is `A = 1`. -/
def V (A r : ℝ) : ℝ :=
  -32 * sin r * (g r ^ 3 * cos r - 3 * g r ^ 2 * sin r ^ 3 + A * g r * cos r + A * sin r ^ 3)
    / (A + g r ^ 2) ^ 2

/-- The derivative of `g` is `4 sin² r`. -/
theorem hasDerivAt_g (r : ℝ) : HasDerivAt g (4 * sin r ^ 2) r := by
  have h := ((hasDerivAt_id' r).const_mul 2).fun_sub (((hasDerivAt_id' r).const_mul 2).sin)
  refine h.congr_deriv ?_
  show 2 * 1 - cos (2 * r) * (2 * 1) = 4 * sin r ^ 2
  have h1 := cos_two_mul r
  have h2 := sin_sq_add_cos_sq r
  linarith

/-- The derivative of the denominator `A + g²` is `8 g sin² r`. -/
theorem hasDerivAt_den (A r : ℝ) :
    HasDerivAt (fun x => A + g x ^ 2) (8 * g r * sin r ^ 2) r := by
  refine (((hasDerivAt_g r).fun_pow 2).const_add A).congr_deriv ?_
  show ((2 : ℕ) : ℝ) * g r ^ 1 * (4 * sin r ^ 2) = _
  push_cast
  ring

/-- For `A > 0` the derivative of the damped wave `u` is `slope`. -/
theorem hasDerivAt_u {A : ℝ} (hA : 0 < A) (r : ℝ) : HasDerivAt (u A) (slope A r) r := by
  have hne : A + g r ^ 2 ≠ 0 := by positivity
  refine ((hasDerivAt_sin r).fun_div (hasDerivAt_den A r) hne).congr_deriv ?_
  show (cos r * (A + g r ^ 2) - sin r * (8 * g r * sin r ^ 2)) / (A + g r ^ 2) ^ 2 = _
  unfold slope
  ring

/-- For `A > 0` the derivative of `slope` is `(V - 1) u`. -/
theorem hasDerivAt_slope {A : ℝ} (hA : 0 < A) (r : ℝ) :
    HasDerivAt (slope A) ((V A r - 1) * u A r) r := by
  have hne : A + g r ^ 2 ≠ 0 := by positivity
  have hD := hasDerivAt_den A r
  have hs3 : HasDerivAt (fun x => sin x ^ 3) (3 * sin r ^ 2 * cos r) r := by
    refine ((hasDerivAt_sin r).fun_pow 3).congr_deriv ?_
    show ((3 : ℕ) : ℝ) * sin r ^ 2 * cos r = _
    push_cast
    ring
  have hD2 : HasDerivAt (fun x => (A + g x ^ 2) ^ 2)
      (2 * (A + g r ^ 2) * (8 * g r * sin r ^ 2)) r := by
    refine (hD.fun_pow 2).congr_deriv ?_
    show ((2 : ℕ) : ℝ) * (A + g r ^ 2) ^ 1 * (8 * g r * sin r ^ 2) = _
    push_cast
    ring
  -- numerator of the slope, then the quotient rule
  have hN := ((hasDerivAt_cos r).fun_mul hD).fun_sub
    (((hasDerivAt_g r).const_mul 8).fun_mul hs3)
  refine (hN.fun_div hD2 (pow_ne_zero 2 hne)).congr_deriv ?_
  simp only [V, u]
  field_simp
  ring

/-- For `A > 0` the damped wave obeys `|u(r)| ≤ (2 + A) / (A (1 + r²))` for every `r`. -/
theorem abs_u_le {A : ℝ} (hA : 0 < A) (r : ℝ) : |u A r| ≤ (2 + A) / (A * (1 + r ^ 2)) := by
  have hD : 0 < A + g r ^ 2 := by positivity
  -- from 2r = g + sin 2r
  have h : 4 * r ^ 2 ≤ 2 * g r ^ 2 + 2 := by
    have h1 := sin_sq_le_one (2 * r)
    unfold g
    nlinarith [sq_nonneg (2 * r - 2 * sin (2 * r))]
  have h2 : A * (1 + r ^ 2) ≤ (2 + A) * (A + g r ^ 2) := by
    nlinarith [mul_le_mul_of_nonneg_left h hA.le, sq_nonneg A, sq_nonneg (g r),
      mul_nonneg hA.le (sq_nonneg (g r))]
  have h3 : |sin r| * (A * (1 + r ^ 2)) ≤ 1 * (A * (1 + r ^ 2)) :=
    mul_le_mul_of_nonneg_right (abs_sin_le_one r) (by positivity)
  unfold u
  rw [abs_div, abs_of_pos hD, div_le_div_iff₀ hD (by positivity)]
  linarith

/-- For `A > 0` the square of the damped wave is integrable over the real line. -/
theorem integrable_u_sq {A : ℝ} (hA : 0 < A) : Integrable (fun r => u A r ^ 2) := by
  have hc : Continuous (u A) :=
    continuous_iff_continuousAt.2 fun r => (hasDerivAt_u hA r).continuousAt
  refine (integrable_inv_one_add_sq.const_mul (((2 + A) / A) ^ 2)).mono'
    (hc.pow 2).aestronglyMeasurable (Eventually.of_forall fun r => ?_)
  have hw : (1 + r ^ 2)⁻¹ ≤ 1 := inv_le_one_of_one_le₀ (by nlinarith [sq_nonneg r])
  have hw0 : 0 ≤ (1 + r ^ 2)⁻¹ := by positivity
  have hw2 : (1 + r ^ 2)⁻¹ ^ 2 ≤ (1 + r ^ 2)⁻¹ := by nlinarith
  calc ‖u A r ^ 2‖ = |u A r| ^ 2 := by rw [Real.norm_eq_abs, abs_pow]
    _ ≤ ((2 + A) / (A * (1 + r ^ 2))) ^ 2 := pow_le_pow_left₀ (abs_nonneg _) (abs_u_le hA r) 2
    _ = ((2 + A) / A) ^ 2 * (1 + r ^ 2)⁻¹ ^ 2 := by
        rw [← div_div, div_eq_mul_inv ((2 + A) / A), mul_pow]
    _ ≤ ((2 + A) / A) ^ 2 * (1 + r ^ 2)⁻¹ := mul_le_mul_of_nonneg_left hw2 (sq_nonneg _)

/-- For `r ≥ 1` the potential obeys `|V(r)| ≤ 128 / r`, for every `A > 0`. -/
theorem abs_V_le {A r : ℝ} (hA : 0 < A) (hr : 1 ≤ r) : |V A r| ≤ 128 / r := by
  have hrG : r ≤ g r := by
    have h := sin_le_one (2 * r)
    unfold g
    linarith
  unfold V
  generalize g r = G at hrG ⊢
  have hr0 : 0 < r := by linarith
  have hD : 0 < A + G ^ 2 := by positivity
  have hGD : 0 ≤ G * (A + G ^ 2) := mul_nonneg (by linarith) hD.le
  have h3 : A + G ^ 2 ≤ G * (A + G ^ 2) := le_mul_of_one_le_left hD.le (by linarith)
  have hs := abs_sin_le_one r
  have ht : |sin r ^ 3| ≤ 1 := by
    rw [abs_pow]
    exact pow_le_one₀ (abs_nonneg _) hs
  obtain ⟨t1, t2⟩ := abs_le.1 ht
  have tp : 0 ≤ 1 + sin r ^ 3 := by linarith
  have tm : 0 ≤ 1 - sin r ^ 3 := by linarith
  have cp : 0 ≤ 1 + cos r := by linarith [neg_one_le_cos r]
  have cm : 0 ≤ 1 - cos r := by linarith [cos_le_one r]
  -- the bracket equals g (A + g²) cos r + (A - 3 g²) sin³ r
  have hN : |G ^ 3 * cos r - 3 * G ^ 2 * sin r ^ 3 + A * G * cos r + A * sin r ^ 3|
      ≤ 4 * (G * (A + G ^ 2)) := by
    refine abs_le.2 ⟨?_, ?_⟩
    · nlinarith [mul_nonneg hGD cp, mul_nonneg hA.le tp, mul_nonneg (sq_nonneg G) tm]
    · nlinarith [mul_nonneg hGD cm, mul_nonneg hA.le tm, mul_nonneg (sq_nonneg G) tp]
  have h1 := mul_le_mul hs hN (abs_nonneg _) zero_le_one
  have h2 := mul_le_mul h1 hrG hr0.le (by linarith)
  have h4 : G * (A + G ^ 2) * G ≤ (A + G ^ 2) ^ 2 := by nlinarith [mul_nonneg hA.le hD.le]
  have h32 : |(-32 : ℝ)| = 32 := by norm_num
  rw [abs_div, abs_of_pos (pow_pos hD 2), div_le_div_iff₀ (pow_pos hD 2) hr0, abs_mul,
    abs_mul, h32]
  nlinarith

/-- For `A > 0` the damped wave `u` is a bound state of `-d²/dr² + V` at the positive energy `1`,
while `V` is continuous and tends to zero at infinity. -/
theorem vonNeumann_Wigner {A : ℝ} (hA : 0 < A) :
    IsBoundState (V A) 1 (u A) ∧ Continuous (V A) ∧ Tendsto (V A) atTop (𝓝 0) := by
  refine ⟨⟨⟨slope A, fun r => (V A r - 1) * u A r, fun r _ =>
    ⟨hasDerivAt_u hA r, hasDerivAt_slope hA r, by ring⟩⟩, by simp [u],
    (integrable_u_sq hA).integrableOn, π / 2, by positivity, ?_⟩, ?_, ?_⟩
  · unfold u
    rw [sin_pi_div_two]
    positivity
  · unfold V g
    fun_prop (disch := intro r; positivity)
  · have h : Tendsto (fun r : ℝ => 128 / r) atTop (𝓝 0) :=
      tendsto_const_nhds.div_atTop tendsto_id
    refine squeeze_zero_norm' ?_ h
    filter_upwards [eventually_ge_atTop 1] with r hr
    exact abs_V_le hA hr

/-- If `w` is a bound state of the potential `W` at energy `E`, then for `k > 0` the function
`w(kr)` is a bound state of `k² W(kr)` at energy `k² E`. -/
theorem IsBoundState.scale {W w : ℝ → ℝ} {E k : ℝ} (h : IsBoundState W E w) (hk : 0 < k) :
    IsBoundState (fun r => k ^ 2 * W (k * r)) (k ^ 2 * E) (fun r => w (k * r)) := by
  obtain ⟨⟨w', w'', hw⟩, h0, hint, r₀, hr₀, hne⟩ := h
  refine ⟨⟨fun r => k * w' (k * r), fun r => k ^ 2 * w'' (k * r), fun r hr => ?_⟩,
    by simpa using h0, ?_, r₀ / k, by positivity, ?_⟩
  · obtain ⟨h1, h2, h3⟩ := hw (k * r) (by positivity)
    have hk' : HasDerivAt (fun y => k * y) k r := by
      simpa using (hasDerivAt_id' r).const_mul k
    have a : HasDerivAt (fun y => w (k * y)) (w' (k * r) * k) r := HasDerivAt.comp r h1 hk'
    have b : HasDerivAt (fun y => w' (k * y)) (w'' (k * r) * k) r := HasDerivAt.comp r h2 hk'
    refine ⟨a.congr_deriv (by ring), (b.const_mul k).congr_deriv (by ring), ?_⟩
    linear_combination k ^ 2 * h3
  · refine (integrableOn_Ioi_comp_mul_left_iff (fun r => w r ^ 2) 0 hk).2 ?_
    rwa [mul_zero]
  · have e : k * (r₀ / k) = r₀ := by field_simp
    show w (k * (r₀ / k)) ≠ 0
    rwa [e]

/-- For `A, k > 0` the function `u(kr)` is a bound state at energy `k²` of the potential
`k² V(kr)`, which is continuous and tends to zero at infinity. -/
theorem bound_state_at_any_positive_energy {A k : ℝ} (hA : 0 < A) (hk : 0 < k) :
    IsBoundState (fun r => k ^ 2 * V A (k * r)) (k ^ 2) (fun r => u A (k * r)) ∧
      Continuous (fun r => k ^ 2 * V A (k * r)) ∧
      Tendsto (fun r => k ^ 2 * V A (k * r)) atTop (𝓝 0) := by
  obtain ⟨h1, h2, h3⟩ := vonNeumann_Wigner hA
  refine ⟨?_, continuous_const.mul (h2.comp (continuous_const.mul continuous_id)), ?_⟩
  · have h := h1.scale hk
    rwa [mul_one] at h
  · have h := (h3.comp (tendsto_id.const_mul_atTop hk)).const_mul (k ^ 2)
    rw [mul_zero] at h
    exact h

end

end EmbeddedEigenvalue
```

```lean
#print axioms EmbeddedEigenvalue.bound_state_at_any_positive_energy
-- 'EmbeddedEigenvalue.bound_state_at_any_positive_energy' depends on axioms: [propext, Classical.choice, Quot.sound]
```

## What the theorems state

For a real parameter \(A > 0\) write \(s = \sin r\), \(c = \cos r\), \(D = A + g^2\), and
\[
u_A(r) = \frac{s}{D}, \qquad V_A(r) = -\frac{32\, s\, B}{D^2}, \qquad B = g^3 c - 3 g^2 s^3 + A g c + A s^3 .
\]
These are `u A r` and `V A r`, and the case above is \(A = 1\). The hypothesis `0 < A` keeps \(D \ge A > 0\) for all \(r\), so Lean's convention for division by zero never enters.

The structure `IsBoundState V E u` takes an arbitrary potential, an energy \(E\) and a function, and has four fields. The field `ode` asks for functions `u'` and `u''` such that at every \(r \ge 0\) the first is the derivative of \(u\), the second is the derivative of the first, and \(-u'' + Vu = Eu\). All functions are defined on the whole real line and `HasDerivAt` is two-sided, also at \(r = 0\); the equation is imposed only for \(r \ge 0\). This suits a continuous potential such as the one here, but it is narrower than the usual notion of a bound state. At \(r = 0\) the equation and \(u(0) = 0\) force \(u''(0) = 0\), which excludes the s states of hydrogen, and the second derivative must exist at every point, which excludes the bound states of a finite square well. The field `origin` is the boundary condition \(u(0) = 0\). The field `sq_integrable` says that \(u^2\) is Lebesgue integrable on `Ioi 0`, the open half line \((0,\infty)\). The field `nonzero` asks for a point \(r > 0\) with \(u(r) \ne 0\), which excludes the zero function that satisfies the other three fields at every energy.

The theorem `vonNeumann_Wigner` says that for every \(A > 0\) the function \(u_A\) is a bound state of \(V_A\) at energy 1, that \(V_A\) is continuous on the real line, and that \(V_A(r) \to 0\) as \(r \to +\infty\); the last is `Tendsto (V A) atTop (𝓝 0)`. The theorem `bound_state_at_any_positive_energy` says the same, for \(A > 0\) and a scale factor \(k > 0\), of the function \(u_A(kr)\), the potential \(k^2 V_A(kr)\) and the energy \(k^2\). The potential changes with \(k\): each positive energy gets a potential of its own, and nothing is said about other bound states of a given one. At \(k = 1\) the second statement is the first.

## The physics

In units with \(\hbar^2/2m = 1\), the equation \(-u'' + Vu = Eu\) with \(u(0) = 0\) is the stationary Schrödinger equation of one particle on a half line with a hard wall at the origin. It is also the radial equation for zero angular momentum in a central potential, with the wave function proportional to \(u(r)/r\); the file works with \(u\) alone and has real functions throughout. The example shows that a potential vanishing at infinity can carry a normalisable state at an energy above the limit of the potential at infinity, here for a single particle in one channel and a potential constructed from the state it is to hold. This does not mean that a classical particle of the same energy could always escape: for \(A = 1\) the potential exceeds the energy 1 in places, for instance \(V_1(3\pi/4) \approx 3.4\), and a classical particle that starts near the origin with energy 1 is turned back there or earlier.

The word "embedded" refers to an eigenvalue lying inside the continuous spectrum \([0,\infty)\) of the Hamiltonian. In the theorems it is represented by two facts, a positive energy and \(V \to 0\). No operator on a Hilbert space is defined and no spectrum is computed, so what is established of the von Neumann–Wigner example is the differential equation, the boundary value, the square integrability and the continuity and decay of the potential.

The function \(u_A\) is in general not normalised. Since \(dg = 4 s^2\,dr\) and \(g\) runs from \(0\) to \(\infty\), substitution gives \(\int_0^\infty u_A^2\,dr = \tfrac14\int_0^\infty (A+g^2)^{-2}\,dg = \pi/(16 A^{3/2})\), so the normalised state is \(4A^{3/4}\pi^{-1/2}\,u_A\), which is \(4u_1/\sqrt{\pi}\) for \(A = 1\), with a further factor \(\sqrt{k}\) after scaling. For large \(r\) one has \(B = g^3 c + O(r^2)\), \(D^2 = g^4 + O(r^2)\) and \(g = 2r + O(1)\), so \(V_A = -8\sin(2r)/r + O(1/r^2)\), an oscillation at twice the wave number of \(\sin r\) with a slowly decaying amplitude. The Lean theorems contain neither the value of the norm nor this asymptotic form, only finiteness of the integral and a bound on \(|V_A|\).

A different model would take the Hilbert space \(L^2(0,\infty)\) and the unbounded operator \(H = -d^2/dr^2 + V\) on the functions with square integrable first and second weak derivatives that vanish at the origin. The claim would then read that 1 is an eigenvalue of \(H\) and lies in its essential spectrum, which would make "embedded" part of the statement. It would need the domain, the self-adjointness of \(H\) and the invariance of the essential spectrum under a bounded perturbation that tends to zero at infinity. The state would be an equivalence class of functions, and the equation would hold almost everywhere. Square integrability of \(u''\), which `IsBoundState` does not ask for, would have to be supplied from \(u'' = (V-1)u\) and the boundedness of \(V\).

## Why it is true

The derivative of \(g\) is \(2 - 2\cos 2r\). With \(\cos 2r = 2c^2 - 1\) and \(s^2 + c^2 = 1\) this is \(4 - 4c^2 = 4s^2\), and `hasDerivAt_g` passes exactly these two identities to `linarith`. The chain rule then gives \(D' = 2gg' = 8 g s^2\), which is `hasDerivAt_den`. In these lemmas and the next two, Mathlib's rules produce a derivative in raw form and `congr_deriv` exchanges it for the tidy expression after an algebraic check.

The quotient rule gives
\[
u_A' = \frac{cD - s\cdot 8 g s^2}{D^2} = \frac{N}{D^2}, \qquad N = cD - 8 g s^3 ,
\]
which is the definition `slope` and the lemma `hasDerivAt_u`. The numerator has the derivative
\[
N' = -sD + 8 g s^2 c - 32 s^5 - 24 g s^2 c = -sD - 16 g s^2 c - 32 s^5 ,
\]
using \((s^3)' = 3 s^2 c\) (`hs3`) and \(g' = 4s^2\); this is `hN`. With \((D^2)' = 2 D D'\) (`hD2`),
\[
u_A'' = \frac{N'}{D^2} - \frac{2 N D'}{D^3} = -\frac{s}{D} - \frac{32 g s^2 c + 32 s^5}{D^2} + \frac{128 g^2 s^5}{D^3}.
\]
Every term contains the factor \(s/D = u_A\), so
\[
u_A'' = u_A\left[-1 - \frac{32 s\,\big((g c + s^3) D - 4 g^2 s^3\big)}{D^2}\right],
\]
and \((gc + s^3)(A + g^2) - 4g^2 s^3 = g^3 c - 3 g^2 s^3 + A g c + A s^3 = B\). Hence \(u_A'' = (V_A - 1)u_A\) for all real \(r\), nodes included, since no division by \(s\) was made. This step is a polynomial identity in \(s, c, g, A\) that makes no use of \(s^2 + c^2 = 1\), and `hasDerivAt_slope` ends accordingly with `field_simp` and `ring`.

For the decay of \(u_A\), write \(2r = g + \sin 2r\). From \((g - \sin 2r)^2 \ge 0\) follows \(4r^2 \le 2g^2 + 2\sin^2 2r \le 2g^2 + 2\); the square handed to `nlinarith` in `abs_u_le`, `sq_nonneg (2 * r - 2 * sin (2 * r))`, is this one. Then
\[
A(1 + r^2) \le \tfrac32 A + \tfrac12 A g^2 \le 2A + A^2 + 2g^2 + A g^2 = (2 + A)D ,
\]
which is `h2`, and with \(|s| \le 1\)
\[
|u_A(r)| \le \frac1D \le \frac{2 + A}{A(1 + r^2)} ,
\]
a bound that reads \(3/(1+r^2)\) for \(A = 1\). Squaring and using \((1+r^2)^{-2} \le (1+r^2)^{-1}\) gives \(u_A^2 \le \big((2+A)/A\big)^2 (1+r^2)^{-1}\). The lemma `integrable_u_sq` takes the integrability of the right side from `integrable_inv_one_add_sq` and applies the comparison test `mono'`, with measurability coming from the continuity of the differentiable function \(u_A\). The result holds on the whole line and is restricted to \((0,\infty)\) later.

For the potential take \(r \ge 1\). Then \(g \ge 2r - 1 \ge r \ge 1\), which is `hrG`, and `abs_V_le` replaces \(g\) by a plain number `G` with only this property. Regrouping, \(B = gD\,c + (A - 3g^2)s^3\), so
\[
|B| \le gD + A + 3g^2 \le gD + 3D \le 4gD ,
\]
where the last step uses \(D \le gD\) (`h3`). The proof of this lemma's `hN` handles the two signs separately; for the lower one, \(B + 4gD\) equals \(gD(1+c) + A(1+s^3) + 3g^2(1-s^3)\) plus the non-negative remainder \(3gD - A - 3g^2\), and the three products are the hints given to `nlinarith`. Since \(rg \le g^2 \le D\),
\[
|V_A(r)| \le \frac{128\, g}{D} \le \frac{128}{r},
\]
with a constant independent of \(A\). In Lean the same chain appears with denominators cleared, as `h1`, `h2` and `h4`.

The proof of `vonNeumann_Wigner` assembles these. It supplies `slope A` and \((V_A - 1)u_A\) as the two derivatives, after which the equation \(-(V_A - 1)u_A + V_A u_A = u_A\) is closed by `ring`. The value \(u_A(0) = 0\) follows from \(\sin 0 = 0\). The point with nonzero amplitude is \(r = \pi/2\), where \(s = 1\) and \(u_A = 1/D > 0\). Continuity of \(V_A\) is that of a quotient with positive denominator, found by `fun_prop`, and `squeeze_zero_norm'` turns the bound \(128/r\), valid for \(r \ge 1\), into the limit.

The lemma `IsBoundState.scale` holds for any potential \(W\), energy \(E\) and bound state \(w\). For \(k > 0\) put \(w_k(r) = w(kr)\). Then \(w_k' = k\,w'(kr)\) and \(w_k'' = k^2 w''(kr)\), so
\[
-w_k''(r) + k^2 W(kr)\,w_k(r) = k^2\big[-w'' + W w\big](kr) = k^2 E\, w_k(r) ,
\]
and `linear_combination k ^ 2 * h3` is this multiplication of the original equation at the point \(kr \ge 0\) by \(k^2\). The boundary value is unchanged, integrability of \(w_k^2\) on \((0,\infty)\) is the change of variable `integrableOn_Ioi_comp_mul_left_iff`, and a point \(r_0 > 0\) with \(w(r_0) \ne 0\) moves to \(r_0/k\). Positivity of \(k\) is what maps the half line onto itself. Applying the lemma to \(W = V_A\), \(E = 1\), \(w = u_A\) gives the first part of `bound_state_at_any_positive_energy`; continuity passes through the composition with \(r \mapsto kr\), and \(k^2 V_A(kr) \to 0\) because \(kr \to \infty\).
